# Charge-constrained fitting: the unique minimiser for a positive definite metric and a nonzero charge vector

Take two fitting functions, each carrying unit charge, with coefficients $c=(c_1,c_2)$. Let their metric matrix and the projections of the target density be

$$S=\begin{pmatrix}2&1\\1&2\end{pmatrix},\qquad b=\begin{pmatrix}3\\0\end{pmatrix}.$$

The task is to minimise $c\cdot Sc-2b\cdot c$ with $c_1+c_2=2$. Setting $c=(t,2-t)$ gives

$$2t^2-10t+8=2\left(t-\tfrac52\right)^2-\tfrac92 ,$$

so the minimum is at $c=(\tfrac52,-\tfrac12)$. Without the constraint the minimiser is $S^{-1}b=(2,-1)$, whose charge is 1. The constraint has added $\tfrac12$ to each coefficient. At the constrained minimum $Sc-b=(\tfrac32,\tfrac32)$, which does not vanish but points along the charge vector $(1,1)$. Any step that keeps the charge is orthogonal to that direction, so to first order it gains nothing.

## The fitting problem and its data

In density fitting, a density $\rho$ is approximated by $\sum_k c_k\chi_k$ with real functions $\chi_k$. For an inner product $(\cdot|\cdot)$, such as the overlap or the Coulomb repulsion, put $S_{kl}=(\chi_k|\chi_l)$ and $b_k=(\chi_k|\rho)$. The squared error of the fit is then $(\rho|\rho)$ plus

$$F(c)=c\cdot Sc-2\,b\cdot c .$$

The charge vector $q$ has components $q_k=\int\chi_k$, and $N$ is the prescribed total charge, counted in electrons. For finitely many linearly independent fitting functions, not all with zero integral, the results below give the fit with the smallest squared error among those of total charge $N$.

In Lean, `ι` is the finite index set of the fitting functions, vectors are functions `ι → ℝ`, `⬝ᵥ` is the dot product and `*ᵥ` applies a matrix to a vector. The data $S$, $b$, $q$ and $N$ are arbitrary; no integrals are evaluated, and the arithmetic is exact.

```lean
import Mathlib

open Matrix

namespace ChargeConstrainedFitting

noncomputable section

variable {ι : Type*} [Fintype ι] [DecidableEq ι] {S : Matrix ι ι ℝ}
```

The functional $F$ is `fitObjective`. The constant $(\rho|\rho)$ is left out, since it does not affect the minimiser.

```lean
/-- The fitting functional `c·Sc - 2 b·c` of the coefficients `c`, with metric matrix `S` and
target projections `b`. -/
def fitObjective (S : Matrix ι ι ℝ) (b c : ι → ℝ) : ℝ :=
  c ⬝ᵥ S *ᵥ c - 2 * (b ⬝ᵥ c)
```

The multiplier is

$$\lambda=\frac{N-q\cdot S^{-1}b}{q\cdot S^{-1}q}.$$

Its numerator is the charge missing from the free fit $S^{-1}b$.

```lean
/-- The multiplier `(N - q·S⁻¹b) / (q·S⁻¹q)` for total charge `N` and charge vector `q`; the formula
is meant for invertible `S` with `q·S⁻¹q ≠ 0`. -/
def chargeMultiplier (S : Matrix ι ι ℝ) (b q : ι → ℝ) (N : ℝ) : ℝ :=
  (N - q ⬝ᵥ S⁻¹ *ᵥ b) / (q ⬝ᵥ S⁻¹ *ᵥ q)
```

The candidate for the constrained minimiser is $c_\star=S^{-1}(b+\lambda q)$. In the example $q\cdot S^{-1}q=\tfrac23$ and $\lambda=\tfrac32$, which reproduces $(\tfrac52,-\tfrac12)$.

```lean
/-- The charge-constrained fit `S⁻¹(b + λq)`, with `λ` the charge multiplier; the formula is meant
for invertible `S` with `q·S⁻¹q ≠ 0`. -/
def constrainedFit (S : Matrix ι ι ℝ) (b q : ι → ℝ) (N : ℝ) : ι → ℝ :=
  S⁻¹ *ᵥ (b + chargeMultiplier S b q N • q)
```

Two hypotheses recur. `hS : S.PosDef` says that $S$ is symmetric and $x\cdot Sx>0$ for every $x\neq0$; physically, the fitting functions are linearly independent. `hq : q ≠ 0` says that at least one of them has a nonzero integral, which fails for a set made only of p functions.

## (a) Symmetry of the metric pairing

Show that for all coefficient vectors $x$ and $y$

$$x\cdot Sy=y\cdot Sx .$$

**Solution.** Since $S_{ij}=S_{ji}$,
$$\sum_{ij}x_iS_{ij}y_j=\sum_{ij}y_jS_{ji}x_i .$$

Lean's positive definiteness contains the Hermitian property, which for real entries is `Sᵀ = S`. The proof extracts this and moves the matrix to the other factor.

```lean
omit [DecidableEq ι] in
/-- The metric pairing of two coefficient vectors is symmetric. -/
theorem metric_symm (hS : S.PosDef) (x y : ι → ℝ) :
    x ⬝ᵥ S *ᵥ y = y ⬝ᵥ S *ᵥ x := by
  have hT : Sᵀ = S := by
    simpa only [Matrix.conjTranspose_eq_transpose_of_trivial] using hS.isHermitian.eq
  rw [Matrix.dotProduct_mulVec, ← Matrix.mulVec_transpose, hT, dotProduct_comm]
```

## (b) Solving the fitting equations

Show that for every vector $v$

$$S(S^{-1}v)=v .$$

**Solution.** If $Sx=0$, then $x\cdot Sx=0$, so $x=0$. Hence $S$ is invertible and $SS^{-1}=1$.

Lean obtains invertibility from the determinant, which is positive for a positive definite matrix.

```lean
/-- The coefficients `S⁻¹v` solve the linear fitting equations with right-hand side `v`. -/
theorem metric_mulVec_inv (hS : S.PosDef) (v : ι → ℝ) : S *ᵥ (S⁻¹ *ᵥ v) = v := by
  have hdet : IsUnit S.det := hS.det_pos.ne'.isUnit
  rw [Matrix.mulVec_mulVec, Matrix.mul_nonsing_inv _ hdet, Matrix.one_mulVec]
```

## (c) Length of the charge vector in the inverse metric

Show that for $q\neq0$

$$q\cdot S^{-1}q>0 .$$

**Solution.** Put $y=S^{-1}q$. By (b), $Sy=q\neq0$, so $y\neq0$. Positive definiteness gives $0<y\cdot Sy=y\cdot q=q\cdot S^{-1}q$.

In the proof `h1` is $Sy=q$, `h2` is $y\neq0$, and `h3` is the positivity of $y\cdot Sy$, rewritten into the target. The denominator of $\lambda$ is therefore positive.

```lean
/-- A nonzero charge vector has positive squared length in the inverse metric. -/
theorem inverse_metric_pos (hS : S.PosDef) {q : ι → ℝ} (hq : q ≠ 0) :
    0 < q ⬝ᵥ S⁻¹ *ᵥ q := by
  have h1 := metric_mulVec_inv hS q
  have h2 : S⁻¹ *ᵥ q ≠ 0 := by
    intro h
    apply hq
    rw [← h1, h, Matrix.mulVec_zero]
  have h3 := hS.dotProduct_mulVec_pos h2
  rw [star_trivial, h1, dotProduct_comm] at h3
  exact h3
```

## (d) Exact expansion of the functional

Show that for any coefficients $c$ and any displacement $d$

$$F(c+d)=F(c)+2\,d\cdot(Sc-b)+d\cdot Sd .$$

**Solution.** The quadratic part is
$$(c+d)\cdot S(c+d)=c\cdot Sc+c\cdot Sd+d\cdot Sc+d\cdot Sd .$$
By (a) the two middle terms are equal and add up to $2\,d\cdot Sc$. The linear part contributes $-2b\cdot c-2\,d\cdot b$. Collecting terms gives the claim, with no remainder because $F$ is quadratic.

The `simp only` step multiplies out the products, and `linear_combination` inserts the symmetry from (a) and $b\cdot d=d\cdot b$.

```lean
omit [DecidableEq ι] in
/-- Exact expansion of the fitting functional about `c`: a linear term given by the residual
`Sc - b` and a quadratic term given by the metric. -/
theorem fitObjective_add (hS : S.PosDef) (b c d : ι → ℝ) :
    fitObjective S b (c + d) =
      fitObjective S b c + 2 * (d ⬝ᵥ (S *ᵥ c - b)) + d ⬝ᵥ S *ᵥ d := by
  have h := metric_symm hS c d
  have hb := dotProduct_comm b d
  simp only [fitObjective, Matrix.mulVec_add, add_dotProduct, dotProduct_add, dotProduct_sub]
  linear_combination h - 2 * hb
```

## (e) The residual at the proposed fit

Show that

$$Sc_\star-b=\lambda q .$$

**Solution.** By (b), $Sc_\star=SS^{-1}(b+\lambda q)=b+\lambda q$. Subtract $b$.

The theorem does not assume $q\neq0$, because the identity holds whatever number $\lambda$ is. For $q=0$ the formula for $\lambda$ divides by zero; Lean gives such a quotient the value 0, and the identity then says only that $Sc_\star=b$. For $q\neq0$ the particular value of $\lambda$ gives the fit the charge $N$, as (f) shows.

```lean
/-- Stationarity: at the constrained fit the residual `Sc - b` is the charge multiplier times
the charge vector. -/
theorem constrainedFit_stationary (hS : S.PosDef) (b q : ι → ℝ) (N : ℝ) :
    S *ᵥ constrainedFit S b q N - b = chargeMultiplier S b q N • q := by
  rw [constrainedFit, metric_mulVec_inv hS, add_sub_cancel_left]
```

## (f) The charge of the proposed fit

Show that for $q\neq0$

$$q\cdot c_\star=N .$$

**Solution.** By linearity,
$$q\cdot c_\star=q\cdot S^{-1}b+\lambda\,(q\cdot S^{-1}q)=q\cdot S^{-1}b+(N-q\cdot S^{-1}b)=N .$$

Part (c) allows the denominator to be cancelled, which is the step `div_mul_cancel₀`.

```lean
/-- The constrained fit carries the prescribed total charge `N`. -/
theorem constrainedFit_charge (hS : S.PosDef) (b : ι → ℝ) {q : ι → ℝ} (hq : q ≠ 0) (N : ℝ) :
    q ⬝ᵥ constrainedFit S b q N = N := by
  have h := (inverse_metric_pos hS hq).ne'
  simp only [constrainedFit, chargeMultiplier, Matrix.mulVec_add, Matrix.mulVec_smul,
    dotProduct_add, dotProduct_smul, smul_eq_mul]
  rw [div_mul_cancel₀ _ h]
  ring
```

## (g) The excess over the proposed fit

Let $q\neq0$ and let $c$ have charge $q\cdot c=N$. Show that

$$F(c)=F(c_\star)+(c-c_\star)\cdot S(c-c_\star) .$$

**Solution.** Let $d=c-c_\star$. By (f), $q\cdot d=N-N=0$. Expand about $c_\star$ with (d). By (e) the linear term is $2\,d\cdot(\lambda q)=2\lambda\,(d\cdot q)=0$, and only $d\cdot Sd$ remains.

In Lean `hz` is the orthogonality $d\cdot q=0$. The expansion `h` is then simplified with it until it is the target. In the example $d=(t-\tfrac52)(1,-1)$, and $d\cdot Sd=2(t-\tfrac52)^2$ is the square completed at the start.

```lean
/-- For coefficients of charge `N`, the functional exceeds its value at the constrained fit by
the squared metric distance to that fit. -/
theorem fitObjective_eq_add_distance (hS : S.PosDef) (b : ι → ℝ) {q : ι → ℝ} (hq : q ≠ 0)
    {N : ℝ} {c : ι → ℝ} (hc : q ⬝ᵥ c = N) :
    fitObjective S b c = fitObjective S b (constrainedFit S b q N) +
      (c - constrainedFit S b q N) ⬝ᵥ S *ᵥ (c - constrainedFit S b q N) := by
  -- a displacement that keeps the charge is orthogonal to `q`
  have hz : (c - constrainedFit S b q N) ⬝ᵥ q = 0 := by
    rw [dotProduct_comm, dotProduct_sub, hc, constrainedFit_charge hS b hq, sub_self]
  have h := fitObjective_add hS b (constrainedFit S b q N) (c - constrainedFit S b q N)
  rw [add_sub_cancel, constrainedFit_stationary hS, dotProduct_smul, hz, smul_zero,
    mul_zero, add_zero] at h
  exact h
```

## (h) Existence and uniqueness of the constrained minimiser

Let $q\neq0$. Show that a vector $c$ has charge $N$ and satisfies $F(c)\le F(d)$ for every $d$ with $q\cdot d=N$ if and only if

$$c=S^{-1}(b+\lambda q) .$$

**Solution.** Suppose first that $c=c_\star$. It has charge $N$ by (f). For any $d$ of charge $N$, (g) gives $F(d)-F(c_\star)=(d-c_\star)\cdot S(d-c_\star)\ge0$.

Conversely, let $c$ be a minimiser of charge $N$ and suppose $c\neq c_\star$. Then $(c-c_\star)\cdot S(c-c_\star)>0$, so $F(c)>F(c_\star)$ by (g). But $c_\star$ also has charge $N$, which contradicts the minimality of $c$.

The left side of `↔` is the full definition of a constrained global minimiser, with $d$ ranging over all vectors of charge $N$. The direction from right to left gives existence, the other gives uniqueness. Lean treats the uniqueness direction first; in both, `linarith` combines the identity from (g) with the sign of the quadratic term.

```lean
/-- Charge-constrained fitting: a coefficient vector has charge `N` and minimises the fitting
functional among all vectors of charge `N` exactly when it is `S⁻¹(b + λq)`. -/
theorem isConstrainedMinimiser_iff (hS : S.PosDef) (b : ι → ℝ) {q : ι → ℝ} (hq : q ≠ 0)
    (N : ℝ) (c : ι → ℝ) :
    (q ⬝ᵥ c = N ∧ ∀ d : ι → ℝ, q ⬝ᵥ d = N → fitObjective S b c ≤ fitObjective S b d) ↔
      c = constrainedFit S b q N := by
  constructor
  · rintro ⟨hc, hmin⟩
    by_contra hne
    -- a different minimiser would lie strictly above the constrained fit
    have hpos := hS.dotProduct_mulVec_pos (sub_ne_zero.mpr hne)
    rw [star_trivial] at hpos
    have h1 := fitObjective_eq_add_distance hS b hq hc
    have h2 := hmin _ (constrainedFit_charge hS b hq N)
    linarith
  · intro h
    rw [h]
    refine ⟨constrainedFit_charge hS b hq N, fun d hd => ?_⟩
    have hnn := hS.posSemidef.dotProduct_mulVec_nonneg (d - constrainedFit S b q N)
    rw [star_trivial] at hnn
    have h1 := fitObjective_eq_add_distance hS b hq hd
    linarith
```

## (i) The price of the constraint

Let $q\neq0$. Compare the constrained fit with the free fit and show that

$$(q\cdot S^{-1}q)\,\bigl(F(c_\star)-F(S^{-1}b)\bigr)=(N-q\cdot S^{-1}b)^2 .$$

**Solution.** Write $x=S^{-1}b$, $y=S^{-1}q$ and $D=q\cdot S^{-1}q$, so that $c_\star=x+\lambda y$. Expand about $x$ with (d). The linear term vanishes because $Sx-b=0$, and hence
$$F(c_\star)-F(x)=\lambda^2\,y\cdot Sy=\lambda^2D .$$
Multiplying by $D$ gives $(\lambda D)^2$, and $\lambda D=N-q\cdot x$ by the definition of $\lambda$.

In the example the functional rises from $-6$ to $-\tfrac92$, and $\tfrac23\cdot\tfrac32=1=(2-1)^2$.

In Lean `hl` is $\lambda D=N-q\cdot x$ and `hfit` is the decomposition $c_\star=x+\lambda y$. The last line squares `hl`.

```lean
/-- Price of the constraint: the rise of the functional above its value at the free fit `S⁻¹b`,
times `q·S⁻¹q`, is the squared charge error of the free fit. -/
theorem constraint_cost (hS : S.PosDef) (b : ι → ℝ) {q : ι → ℝ} (hq : q ≠ 0) (N : ℝ) :
    (q ⬝ᵥ S⁻¹ *ᵥ q) *
      (fitObjective S b (constrainedFit S b q N) - fitObjective S b (S⁻¹ *ᵥ b)) =
      (N - q ⬝ᵥ S⁻¹ *ᵥ b) ^ 2 := by
  have hl : chargeMultiplier S b q N * (q ⬝ᵥ S⁻¹ *ᵥ q) = N - q ⬝ᵥ S⁻¹ *ᵥ b :=
    div_mul_cancel₀ _ (inverse_metric_pos hS hq).ne'
  -- the constrained fit is the free fit plus a shift along `S⁻¹q`
  have hfit : constrainedFit S b q N =
      S⁻¹ *ᵥ b + chargeMultiplier S b q N • (S⁻¹ *ᵥ q) := by
    rw [constrainedFit, Matrix.mulVec_add, Matrix.mulVec_smul]
  rw [hfit, fitObjective_add hS, Matrix.mulVec_smul, metric_mulVec_inv hS b,
    metric_mulVec_inv hS q, sub_self, dotProduct_zero, smul_dotProduct, dotProduct_smul,
    dotProduct_comm (S⁻¹ *ᵥ q) q, smul_eq_mul, smul_eq_mul]
  linear_combination
    (chargeMultiplier S b q N * (q ⬝ᵥ S⁻¹ *ᵥ q) + (N - q ⬝ᵥ S⁻¹ *ᵥ b)) * hl
```

## (j) The rate of change with the prescribed charge

Let $q\neq0$, write $c_\star(M)$ for the constrained fit with prescribed charge $M$, and suppose that $Sc_\star(N)-b=\mu q$ for a real number $\mu$. Show that

$$\left.\frac{d}{dM}F\bigl(c_\star(M)\bigr)\right|_{M=N}=2\mu .$$

**Solution.** By (e), $\lambda q=\mu q$. Taking the dot product with $S^{-1}q$ gives $\lambda D=\mu D$, and $D>0$, so $\lambda=\mu$. Dividing (i) by $D$ shows that the minimum value is a parabola in the prescribed charge:
$$F\bigl(c_\star(M)\bigr)=F(x)+\frac{(M-q\cdot x)^2}{D} .$$
Its derivative at $M=N$ is $2(N-q\cdot x)/D=2\lambda=2\mu$.

The factor 2 reflects the convention that the residual is $\lambda q$, while the gradient of $F$ is twice the residual. In the example the minimum value is $-6+\tfrac32(M-1)^2$, with slope $3=2\cdot\tfrac32$ at $M=2$. This slope measures the sensitivity of the squared fitting error to the prescribed charge; it is not a chemical potential, since $F$ is not the energy of the electrons.

`HasDerivAt` says that the function of $M$ is differentiable at $N$ with the stated derivative. The steps `hm` and `hf` are $\lambda=\mu$ and the parabola, which is then differentiated by the product rule.

```lean
/-- If the residual at the constrained fit is `μ` times the charge vector, then the value of the
functional at the constrained fit changes with the prescribed charge at the rate `2μ`. -/
theorem hasDerivAt_constrained_value (hS : S.PosDef) (b : ι → ℝ) {q : ι → ℝ} (hq : q ≠ 0)
    (N μ : ℝ) (hμ : S *ᵥ constrainedFit S b q N - b = μ • q) :
    HasDerivAt (fun M => fitObjective S b (constrainedFit S b q M)) (2 * μ) N := by
  have hD := (inverse_metric_pos hS hq).ne'
  -- the multiplier is determined by the residual
  have hm : chargeMultiplier S b q N = μ := by
    rw [constrainedFit_stationary hS] at hμ
    have h := congrArg (fun v => v ⬝ᵥ S⁻¹ *ᵥ q) hμ
    simp only [smul_dotProduct, smul_eq_mul] at h
    exact mul_right_cancel₀ hD h
  -- the constrained value is a parabola in the prescribed charge
  have hf : (fun M => fitObjective S b (constrainedFit S b q M)) = fun M =>
      fitObjective S b (S⁻¹ *ᵥ b) +
        (M - q ⬝ᵥ S⁻¹ *ᵥ b) * (M - q ⬝ᵥ S⁻¹ *ᵥ b) / (q ⬝ᵥ S⁻¹ *ᵥ q) := by
    funext M
    have h := constraint_cost hS b hq M
    have h2 : (M - q ⬝ᵥ S⁻¹ *ᵥ b) * (M - q ⬝ᵥ S⁻¹ *ᵥ b) / (q ⬝ᵥ S⁻¹ *ᵥ q) =
        fitObjective S b (constrainedFit S b q M) - fitObjective S b (S⁻¹ *ᵥ b) := by
      rw [div_eq_iff hD]
      linear_combination -h
    linarith
  have h1 := (hasDerivAt_id' N).sub_const (q ⬝ᵥ S⁻¹ *ᵥ b)
  rw [hf, ← hm]
  refine (((h1.fun_mul h1).div_const (q ⬝ᵥ S⁻¹ *ᵥ q)).const_add
    (fitObjective S b (S⁻¹ *ᵥ b))).congr_deriv ?_
  rw [chargeMultiplier]
  ring

end

end ChargeConstrainedFitting
```

```lean
#print axioms ChargeConstrainedFitting.isConstrainedMinimiser_iff
#print axioms ChargeConstrainedFitting.hasDerivAt_constrained_value
```

```
'ChargeConstrainedFitting.isConstrainedMinimiser_iff' depends on axioms: [propext, Classical.choice, Quot.sound]
'ChargeConstrainedFitting.hasDerivAt_constrained_value' depends on axioms: [propext, Classical.choice, Quot.sound]
```

## Two linear solves in a program

A program need not form $S^{-1}$. It can factorise $S$ once by Cholesky decomposition, solve $Sx=b$ and $Sy=q$, and then set

$$\lambda=\frac{N-q\cdot x}{q\cdot y},\qquad c=x+\lambda y .$$

The vector $y$ and the number $q\cdot y$ depend only on the fitting basis and the metric, so they can be stored and used for many target densities. Once the projections $b$ of a further target have been computed, its fit costs one solve with the stored factors and a few vector operations. Two quantities are cheap to monitor: $q\cdot c-N$ and the vector $Sc-b-\lambda q$, which should both vanish to within rounding. When the fitting functions are nearly linearly dependent, $S$ is ill-conditioned and the computed coefficients can lose accuracy, even though the exact minimiser is still unique.
